# A two-plane-wave state whose total force equals its residual bound

The declaration concerns a single state expanded in two plane waves with `G = ∓1/2`, equal kinetic energies `1/8` and a potential that couples them with unit strength. It states that the potential matrix is Hermitian, that the coefficients `(3/5, 4i/5)` are normalised, and that the total force along one direction is `24/25`. It also states that twice the norm of the residual `(H - E) c` times the norm of `(G - g) c` has this same value, at `E = 1/8` and `g = 7/50`. The attempt first works out the two vectors and the sums of squares needed for the norms, then proves the four claims in turn, the one about the force by comparing real and imaginary parts.

This version doesn't compile in Lean 4 with Mathlib:

```lean
import Mathlib

open Complex
open scoped ComplexConjugate Matrix

namespace BoundAttained

noncomputable section

variable {ι : Type*} [Fintype ι]

/-- The Euclidean norm of a coefficient vector. -/
def l2Norm (v : ι → ℂ) : ℝ := √(∑ i, ‖v i‖ ^ 2)

/-- The vector `(G - g) c`: each coefficient times its wave-vector component, measured from `g`. -/
def shifted (G : ι → ℝ) (g : ℝ) (c : ι → ℂ) : ι → ℂ :=
  fun i => ((G i - g : ℝ) : ℂ) * c i

/-- The total force on the atoms along one Cartesian direction,
`I * ∑ i, ∑ j, conj (c i) * (G i - G j) * W i j * c j`. -/
def totalForce (G : ι → ℝ) (W : Matrix ι ι ℂ) (c : ι → ℂ) : ℂ :=
  I * ∑ i, ∑ j, conj (c i) * ((G i : ℂ) - G j) * W i j * c j

variable [DecidableEq ι]

/-- The plane-wave Hamiltonian: diagonal kinetic energies `T i` plus the potential `W`. -/
def hamiltonian (T : ι → ℝ) (W : Matrix ι ι ℂ) : Matrix ι ι ℂ :=
  Matrix.diagonal (fun i => (T i : ℂ)) + W

/-- The residual `r = (H - E) c`. -/
def residual (T : ι → ℝ) (W : Matrix ι ι ℂ) (E : ℝ) (c : ι → ℂ) : ι → ℂ :=
  hamiltonian T W *ᵥ c - (E : ℂ) • c

/-- The residual written out for one plane wave. -/
theorem residual_apply (T : ι → ℝ) (W : Matrix ι ι ℂ) (E : ℝ) (c : ι → ℂ) (i : ι) :
    residual T W E c i = ((T i : ℂ) - E) * c i + ∑ j, W i j * c j := by
  simp only [residual, hamiltonian, Matrix.add_mulVec, Pi.sub_apply, Pi.add_apply,
    Pi.smul_apply, smul_eq_mul, Matrix.mulVec_diagonal]
  simp only [Matrix.mulVec, dotProduct]
  ring

/-- Two plane waves with `G = ∓1/2`, kinetic energies `G²/2` and unit coupling: for the normalised
coefficients `(3/5, 4i/5)` the force and its bound at `E = 1/8`, `g = 7/50` both equal `24/25`. -/
theorem bound_attained :
    (!![0, 1; 1, 0] : Matrix (Fin 2) (Fin 2) ℂ).IsHermitian ∧
    l2Norm ![3 / 5, 4 / 5 * I] = 1 ∧
    totalForce ![-1 / 2, 1 / 2] !![0, 1; 1, 0] ![3 / 5, 4 / 5 * I] = 24 / 25 ∧
    2 * l2Norm (residual ![1 / 8, 1 / 8] !![0, 1; 1, 0] (1 / 8) ![3 / 5, 4 / 5 * I])
      * l2Norm (shifted ![-1 / 2, 1 / 2] (7 / 50) ![3 / 5, 4 / 5 * I]) = 24 / 25 := by
  have hr : residual ![1 / 8, 1 / 8] !![0, 1; 1, 0] (1 / 8) ![3 / 5, 4 / 5 * I]
      = ![4 / 5 * I, 3 / 5] := by
    ext i
    rw [residual_apply]
    fin_cases i <;> simp [Fin.sum_univ_two]
  have hs : shifted ![-1 / 2, 1 / 2] (7 / 50) ![3 / 5, 4 / 5 * I]
      = ![-(48 / 125), 36 / 125 * I] := by
    ext i
    fin_cases i <;> simp [shifted] <;> ring
  have n1 : ∑ i, ‖(![3 / 5, 4 / 5 * I] : Fin 2 → ℂ) i‖ ^ 2 = 1 := by
    norm_num [Fin.sum_univ_two]
  have n2 : ∑ i, ‖(![4 / 5 * I, 3 / 5] : Fin 2 → ℂ) i‖ ^ 2 = 1 := by
    norm_num [Fin.sum_univ_two]
  have n3 : ∑ i, ‖(![-(48 / 125), 36 / 125 * I] : Fin 2 → ℂ) i‖ ^ 2 = (12 / 25) ^ 2 := by
    norm_num [Fin.sum_univ_two]
  refine ⟨?_, ?_, ?_, ?_⟩
  · ext i j
    fin_cases i <;> fin_cases j <;> simp
  · rw [l2Norm, n1, Real.sqrt_one]
  · apply Complex.ext <;> norm_num [totalForce, Fin.sum_univ_two]
  · rw [hr, hs, l2Norm, l2Norm, n2, n3, Real.sqrt_one, Real.sqrt_sq (by norm_num)]
    norm_num

end

end BoundAttained
```

Messages:

```
Main.lean:69:2: error: unsolved goals
case refine_3.a
hr : residual ![1 / 8, 1 / 8] !![0, 1; 1, 0] (1 / 8) ![3 / 5, 4 / 5 * I] = ![4 / 5 * I, 3 / 5]
hs : shifted ![-1 / 2, 1 / 2] (7 / 50) ![3 / 5, 4 / 5 * I] = ![-(48 / 125), 36 / 125 * I]
n1 : ∑ i, ‖![3 / 5, 4 / 5 * I] i‖ ^ 2 = 1
n2 : ∑ i, ‖![4 / 5 * I, 3 / 5] i‖ ^ 2 = 1
n3 : ∑ i, ‖![-(48 / 125), 36 / 125 * I] i‖ ^ 2 = (12 / 25) ^ 2
⊢ ((starRingEnd ℂ) 4 / (starRingEnd ℂ) 5).re * (3 / 5) + ((starRingEnd ℂ) 3 / (starRingEnd ℂ) 5).re * (4 / 5) = 24 / 25

case refine_3.a
hr : residual ![1 / 8, 1 / 8] !![0, 1; 1, 0] (1 / 8) ![3 / 5, 4 / 5 * I] = ![4 / 5 * I, 3 / 5]
hs : shifted ![-1 / 2, 1 / 2] (7 / 50) ![3 / 5, 4 / 5 * I] = ![-(48 / 125), 36 / 125 * I]
n1 : ∑ i, ‖![3 / 5, 4 / 5 * I] i‖ ^ 2 = 1
n2 : ∑ i, ‖![4 / 5 * I, 3 / 5] i‖ ^ 2 = 1
n3 : ∑ i, ‖![-(48 / 125), 36 / 125 * I] i‖ ^ 2 = (12 / 25) ^ 2
⊢ ((starRingEnd ℂ) 3 / (starRingEnd ℂ) 5).im * (4 / 5) + ((starRingEnd ℂ) 4 / (starRingEnd ℂ) 5).im * (3 / 5) = 0
```

Fix (accepted with no message):

```diff
@@ -67,5 +67,8 @@
     fin_cases i <;> fin_cases j <;> simp
   · rw [l2Norm, n1, Real.sqrt_one]
-  · apply Complex.ext <;> norm_num [totalForce, Fin.sum_univ_two]
+  · have k3 : conj (3 : ℂ) = 3 := Complex.ext (by simp) (by simp)
+    have k4 : conj (4 : ℂ) = 4 := Complex.ext (by simp) (by simp)
+    have k5 : conj (5 : ℂ) = 5 := Complex.ext (by simp) (by simp)
+    apply Complex.ext <;> norm_num [totalForce, Fin.sum_univ_two, k3, k4, k5]
   · rw [hr, hs, l2Norm, l2Norm, n2, n3, Real.sqrt_one, Real.sqrt_sq (by norm_num)]
     norm_num
```

Cause. Only the third claim, the value of the force, fails. The two goals left over are its real and imaginary parts, and both are true. In them `starRingEnd ℂ` is complex conjugation, which the file writes `conj`. `norm_num` has carried the conjugation of the coefficients through to the numerals, but has left `conj 3`, `conj 4` and `conj 5` unevaluated. The real and imaginary parts of quotients such as `conj 4 / conj 5` therefore stay as they are, and the arithmetic can't be finished. The messages don't show why `norm_num` fails to simplify these conjugates by itself.

The repair proves `k3`, `k4` and `k5`, which say that 3, 4 and 5 are their own conjugates, each by comparing real and imaginary parts. Given these facts, `norm_num` can replace the conjugates by plain numerals. The real part then becomes `4/5 * (3/5) + 3/5 * (4/5) = 24/25`, the imaginary parts of the quotients vanish, and both goals close.
